# The exponential of a spin-3/2 component is a cubic polynomial in that component

Take first a matrix $N$ with $N^2=\tfrac14$, such as a component of spin 1/2 in units of $\hbar$. (A number standing alone in a matrix equation means that multiple of the identity.) Put $P_\pm=\tfrac12\pm N$. Then

$$N P_\pm=\tfrac12N\pm\tfrac14=\pm\tfrac12P_\pm,\qquad P_++P_-=1 .$$

On the columns of $P_\pm$ the matrix $N$ acts as the number $\pm\tfrac12$, so $e^{-itN}$ acts there as the phase $e^{\mp it/2}$. Multiplying $e^{-itN}$ by $1=P_++P_-$ gives

$$e^{-itN}=e^{-it/2}P_++e^{it/2}P_-=\cos\tfrac t2-2i\sin\tfrac t2\,N .$$

Spin 3/2 works in the same way, with four levels in place of two.

## Four levels and their phases

A component of spin 3/2 has the values $\pm\tfrac12$ and $\pm\tfrac32$ and is diagonalisable, so it obeys

$$(N^2-\tfrac14)(N^2-\tfrac94)=0. \tag{1}$$

Let $N$ be any complex square matrix with this property, let $t$ be a complex number, and write $c_k=\cos(kt/2)$ and $s_k=\sin(kt/2)$. The claim is

$$e^{-itN}=\frac{9c_1-c_3}{8}+\frac{c_3-c_1}{2}N^2-i\left(\frac{27s_1-s_3}{12}N+\Big(\frac{s_3}{3}-s_1\Big)N^3\right). \tag{2}$$

For real $t$ and a Hermitian spin component, this is the rotation by the angle $t$ about the corresponding axis.

**The level polynomials.** Expanding (1) gives $N^4=\tfrac52N^2-\tfrac9{16}$. Let $p(x)=x^4-\tfrac52x^2+\tfrac9{16}$, so that $p(N)=0$, and let $m$ be one of the four roots of $p$. Dividing $p(x)-p(m)$ by $x-m$ gives

$$q_m(x)=x^3+mx^2+(m^2-\tfrac52)x+(m^3-\tfrac52m).$$

Hence $(N-m)\,q_m(N)=p(N)-p(m)=0$. Now divide by $q_m(m)=4m^3-5m$, which equals $-2,\,2,\,6,\,-6$ for $m=\tfrac12,-\tfrac12,\tfrac32,-\tfrac32$, and call the result $P_m$. Then $NP_m=mP_m$, and explicitly

$$\begin{aligned}
P_{\pm1/2}&=\mp\tfrac12\left(N^3\pm\tfrac12N^2-\tfrac94N\mp\tfrac98\right),\\
P_{\pm3/2}&=\pm\tfrac16\left(N^3\pm\tfrac32N^2-\tfrac14N\mp\tfrac38\right).
\end{aligned}$$

**Sums and differences.** Adding and subtracting within each pair gives

$$\begin{aligned}
P_{1/2}+P_{-1/2}&=\tfrac98-\tfrac12N^2, & P_{1/2}-P_{-1/2}&=\tfrac94N-N^3,\\
P_{3/2}+P_{-3/2}&=\tfrac12N^2-\tfrac18, & P_{3/2}-P_{-3/2}&=\tfrac13N^3-\tfrac1{12}N.
\end{aligned}$$

The two sums in the left column add up to $1$.

**The exponential.** From $NP_m=mP_m$ it follows by induction that $(-itN)^kP_m=(-itm)^kP_m$ for every $k\ge0$. Dividing by $k!$ and summing over $k$ gives $e^{-itN}P_m=e^{-itm}P_m$. Multiply $e^{-itN}$ by the identity, written as the sum of the four $P_m$, and use $e^{\mp i\theta}=\cos\theta\mp i\sin\theta$:

$$\begin{aligned}
e^{-itN}={}&c_1(P_{1/2}+P_{-1/2})+c_3(P_{3/2}+P_{-3/2})\\
&-i\,s_1(P_{1/2}-P_{-1/2})-i\,s_3(P_{3/2}-P_{-3/2}).
\end{aligned}$$

Inserting the sums and differences and collecting powers of $N$ gives (2).

**Two special angles.** At $t=2\pi$ both cosines are $-1$ and both sines vanish, so $e^{-2\pi iN}=-1$. At $t=\pi$ the cosines vanish, $s_1=1$ and $s_3=-1$, so $e^{-i\pi N}=i(\tfrac43N^3-\tfrac73N)$.

## Matrices that violate the relation

The $1\times1$ matrix $N=0$ does not satisfy (1), since the product there is $\tfrac9{16}$. Its exponential is $1$ for every $t$, while the right side of (2) is $-1$ at $t=2\pi$.

Having the right eigenvalues is not enough either. The matrix

$$N=\begin{pmatrix}\tfrac12&1\\0&\tfrac12\end{pmatrix}=\tfrac12+E,\qquad E=\begin{pmatrix}0&1\\0&0\end{pmatrix},$$

has only the eigenvalue $\tfrac12$, but the product in (1) equals $-2E$. Since $E^2=0$, its full turn is $e^{-2\pi iN}=-(1-2\pi iE)$, which is not $-1$.

## Applying a rotation to a state vector

In a simulation of a single spin-3/2 nucleus, formula (2) gives the propagator, in the rotating frame, of an ideal resonant pulse about a fixed axis, with the quadrupole coupling neglected during the pulse. To apply it to a vector $v$, compute $v_1=Nv$, $v_2=Nv_1$ and $v_3=Nv_2$, and then

$$e^{-itN}v=\frac{9c_1-c_3}{8}v+\frac{c_3-c_1}{2}v_2-i\left(\frac{27s_1-s_3}{12}v_1+\Big(\frac{s_3}{3}-s_1\Big)v_3\right).$$

The three products do not depend on $t$. For a scan over pulse angles they are computed once, and only the four coefficients change.

## The spin relation and the level polynomials in Lean

The matrices have complex entries, and their rows and columns are indexed by an arbitrary finite type `n`. No dimension is fixed, and $N$ is not assumed to be Hermitian.

```lean
import Mathlib

open Matrix

namespace SpinThreeHalvesExponential

noncomputable section

variable {n : Type*} [Fintype n] [DecidableEq n]
```

The physical input is relation (1), stated as a property of a matrix. It says that $N$ is diagonalisable with values among $\pm\tfrac12,\pm\tfrac32$, in units where $\hbar=1$. Not all four values need to occur: a spin-1/2 component satisfies it too, and so does a direct sum of spin-1/2 and spin-3/2 components.

```lean
/-- The relation `(N² - 1/4)(N² - 9/4) = 0` obeyed by a spin-3/2 component. -/
def SpinRelation (N : Matrix n n ℂ) : Prop :=
  (N ^ 2 - (1 / 4 : ℂ) • (1 : Matrix n n ℂ)) * (N ^ 2 - (9 / 4 : ℂ) • (1 : Matrix n n ℂ)) = 0
```

The next definition is $P_m=q_m(N)/(4m^3-5m)$. Lean accepts the definition for every complex `m`, because it takes the inverse of zero to be zero; as a quotient it is meaningful only where $4m^3-5m\ne0$, which includes the four levels. The restriction to these levels enters later as a hypothesis.

```lean
/-- The cubic interpolation polynomial in `N` that selects the level `m`
among `±1/2, ±3/2`. -/
def levelProjector (N : Matrix n n ℂ) (m : ℂ) : Matrix n n ℂ :=
  (4 * m ^ 3 - 5 * m)⁻¹ •
    (N ^ 3 + m • N ^ 2 + (m ^ 2 - 5 / 2) • N + (m ^ 3 - 5 / 2 * m) • (1 : Matrix n n ℂ))
```

## From an eigenvalue equation to a phase

The first lemma takes matrices with $AP=aP$ and concludes $e^AP=e^aP$. The statement `hp` is the induction $A^kP=a^kP$, and `hf` puts in the factor $1/k!$. The matrix exponential is Mathlib's `NormedSpace.exp`, and a norm on matrices is chosen inside the proof to obtain convergence of its power series. `h1` is the matrix series multiplied by $P$, and `h2` is the scalar series times $P$. Their terms agree, so uniqueness of the sum gives the result.

```lean
/-- If `A` acts on the columns of `P` as the number `a`, then `exp A` acts on them
as the number `exp a`. -/
theorem exp_mul_of_eigen {A P : Matrix n n ℂ} {a : ℂ} (h : A * P = a • P) :
    NormedSpace.exp A * P = Complex.exp a • P := by
  have hp : ∀ k : ℕ, A ^ k * P = a ^ k • P := by
    intro k
    induction k with
    | zero => simp
    | succ k ih => rw [pow_succ, mul_assoc, h, mul_smul_comm, ih, smul_smul, pow_succ']
  have hf : ∀ k : ℕ, ((k.factorial : ℂ)⁻¹ • a ^ k) • P
      = ((k.factorial : ℂ)⁻¹ • A ^ k) * P := by
    intro k
    rw [smul_mul_assoc, hp, smul_smul, smul_eq_mul]
  let _ : NormedRing (Matrix n n ℂ) := Matrix.linftyOpNormedRing
  let _ : NormedAlgebra ℂ (Matrix n n ℂ) := Matrix.linftyOpNormedAlgebra
  -- the two power series agree term by term
  have h1 := (NormedSpace.exp_series_hasSum_exp' (𝕂 := ℂ) A).mul_right P
  have h2 := (NormedSpace.exp_series_hasSum_exp' (𝕂 := ℂ) a).smul_const P
  rw [← Complex.exp_eq_exp_ℂ] at h2
  have h3 := Eq.mp (congrArg
    (fun f : ℕ → Matrix n n ℂ => HasSum f (Complex.exp a • P)) (funext hf)) h2
  exact h1.unique h3
```

## Reduction of the fourth power

Here (1) is expanded and solved for $N^4$. The `simp only` call multiplies out the product, and `linear_combination` rearranges it, with `module` checking the remaining linear identity between powers of $N$.

```lean
/-- The spin relation reduces the fourth power of `N` to lower powers. -/
theorem pow_four_eq {N : Matrix n n ℂ} (h : SpinRelation N) :
    N ^ 4 = (5 / 2 : ℂ) • N ^ 2 - (9 / 16 : ℂ) • (1 : Matrix n n ℂ) := by
  have e : N ^ 2 * N ^ 2 = N ^ 4 := (pow_add N 2 2).symm
  unfold SpinRelation at h
  simp only [sub_mul, mul_sub, smul_mul_assoc, mul_smul_comm, one_mul, mul_one, e] at h
  linear_combination (norm := module) h
```

The eigenvalue equation $NP_m=mP_m$ holds for each complex `m` with $(m^2-\tfrac14)(m^2-\tfrac94)=0$, which is the hypothesis `hm`. After $N^4$ has been replaced, the two sides of $N\,q_m(N)=m\,q_m(N)$ differ by $-p(m)$ times the identity. The auxiliary statement `hz` says that $p(m)$ times the identity is zero, and it enters with the factor $-1$.

```lean
/-- On the range of the level polynomial for `m`, the spin component `N` takes the value `m`. -/
theorem mul_levelProjector {N : Matrix n n ℂ} (h : SpinRelation N) {m : ℂ}
    (hm : (m ^ 2 - 1 / 4) * (m ^ 2 - 9 / 4) = 0) :
    N * levelProjector N m = m • levelProjector N m := by
  have e4 : N * N ^ 3 = N ^ 4 := (pow_succ' N 3).symm
  have e3 : N * N ^ 2 = N ^ 3 := (pow_succ' N 2).symm
  have e2 : N * N = N ^ 2 := (sq N).symm
  have hz : ((m ^ 2 - 1 / 4) * (m ^ 2 - 9 / 4)) • (1 : Matrix n n ℂ) = 0 := by
    rw [hm, zero_smul]
  have e : N * (N ^ 3 + m • N ^ 2 + (m ^ 2 - 5 / 2) • N
        + (m ^ 3 - 5 / 2 * m) • (1 : Matrix n n ℂ))
      = m • (N ^ 3 + m • N ^ 2 + (m ^ 2 - 5 / 2) • N
        + (m ^ 3 - 5 / 2 * m) • (1 : Matrix n n ℂ)) := by
    simp only [mul_add, mul_smul_comm, mul_one, e4, e3, e2, pow_four_eq h]
    linear_combination (norm := module) (-1 : ℂ) • hz
  unfold levelProjector
  rw [mul_smul_comm, e, smul_comm]
```

The resolution of the identity needs no hypothesis on $N$, because the four polynomials add up to the constant polynomial $1$. The tactic `module` compares the coefficients of each power.

```lean
/-- The four level polynomials add up to the identity. -/
theorem sum_levelProjector (N : Matrix n n ℂ) :
    levelProjector N (1 / 2) + levelProjector N (-(1 / 2))
      + levelProjector N (3 / 2) + levelProjector N (-(3 / 2)) = 1 := by
  unfold levelProjector
  module
```

## The cubic formula for every complex angle

The main theorem is (2), with `t` complex. For real `t` the coefficients $c_k$ and $s_k$ are the ordinary cosines and sines.

In the proof, `key` combines the two preceding facts into $e^{-itN}P_m=e^{-itm}P_m$. `H` multiplies the exponential by the sum of the four level polynomials, and the rewriting after it turns this product into four phases times $P_m$. The statements `a1` to `a4` are Euler's formula for $m=\tfrac12,-\tfrac12,\tfrac32,-\tfrac32$, in that order. The final `module` collects the powers of $N$, which by hand was done through sums and differences. The argument uses only the eigenvalue equation and the resolution of the identity, and never needs $P_m^2=P_m$.

```lean
/-- The exponential `exp(-itN)` of a spin-3/2 component is a cubic polynomial in `N`, with
coefficients built from cosines and sines of `t/2` and `3t/2`, for every complex `t`. -/
theorem exp_spin_three_halves {N : Matrix n n ℂ} (h : SpinRelation N) (t : ℂ) :
    NormedSpace.exp ((-(Complex.I * t)) • N) =
      ((9 * Complex.cos (t / 2) - Complex.cos (3 * t / 2)) / 8) • (1 : Matrix n n ℂ)
      + ((Complex.cos (3 * t / 2) - Complex.cos (t / 2)) / 2) • N ^ 2
      - Complex.I • (((27 * Complex.sin (t / 2) - Complex.sin (3 * t / 2)) / 12) • N
        + (Complex.sin (3 * t / 2) / 3 - Complex.sin (t / 2)) • N ^ 3) := by
  -- each level only acquires a phase
  have key : ∀ m : ℂ, (m ^ 2 - 1 / 4) * (m ^ 2 - 9 / 4) = 0 →
      NormedSpace.exp ((-(Complex.I * t)) • N) * levelProjector N m
        = Complex.exp (-(Complex.I * t) * m) • levelProjector N m := fun m hm =>
    exp_mul_of_eigen (by rw [smul_mul_assoc, mul_levelProjector h hm, smul_smul])
  have H : NormedSpace.exp ((-(Complex.I * t)) • N)
      = NormedSpace.exp ((-(Complex.I * t)) • N) *
        (levelProjector N (1 / 2) + levelProjector N (-(1 / 2))
          + levelProjector N (3 / 2) + levelProjector N (-(3 / 2))) := by
    rw [sum_levelProjector, mul_one]
  rw [mul_add, mul_add, mul_add, key (1 / 2) (by norm_num), key (-(1 / 2)) (by norm_num),
    key (3 / 2) (by norm_num), key (-(3 / 2)) (by norm_num)] at H
  -- Euler's formula for the four phases
  have a1 : Complex.exp (-(Complex.I * t) * (1 / 2))
      = Complex.cos (t / 2) - Complex.sin (t / 2) * Complex.I := by
    rw [show -(Complex.I * t) * (1 / 2) = (-(t / 2)) * Complex.I by ring,
      Complex.exp_mul_I, Complex.cos_neg, Complex.sin_neg]
    ring
  have a2 : Complex.exp (-(Complex.I * t) * (-(1 / 2)))
      = Complex.cos (t / 2) + Complex.sin (t / 2) * Complex.I := by
    rw [show -(Complex.I * t) * (-(1 / 2)) = (t / 2) * Complex.I by ring, Complex.exp_mul_I]
  have a3 : Complex.exp (-(Complex.I * t) * (3 / 2))
      = Complex.cos (3 * t / 2) - Complex.sin (3 * t / 2) * Complex.I := by
    rw [show -(Complex.I * t) * (3 / 2) = (-(3 * t / 2)) * Complex.I by ring,
      Complex.exp_mul_I, Complex.cos_neg, Complex.sin_neg]
    ring
  have a4 : Complex.exp (-(Complex.I * t) * (-(3 / 2)))
      = Complex.cos (3 * t / 2) + Complex.sin (3 * t / 2) * Complex.I := by
    rw [show -(Complex.I * t) * (-(3 / 2)) = (3 * t / 2) * Complex.I by ring,
      Complex.exp_mul_I]
  rw [H, a1, a2, a3, a4]
  unfold levelProjector
  module
```

## Full and half turns

Both corollaries substitute an angle into the main theorem. For the full turn, $3t/2=3\pi$ is written as $\pi+2\pi$, and periodicity reduces it to $\pi$. The resulting sign holds for every matrix that satisfies (1).

```lean
/-- A full turn, `t = 2π`, multiplies every state by `-1`. -/
theorem exp_full_turn {N : Matrix n n ℂ} (h : SpinRelation N) :
    NormedSpace.exp ((-(Complex.I * (2 * (Real.pi : ℂ)))) • N) = -1 := by
  rw [exp_spin_three_halves h,
    show 2 * (Real.pi : ℂ) / 2 = Real.pi by ring,
    show 3 * (2 * (Real.pi : ℂ)) / 2 = Real.pi + 2 * Real.pi by ring,
    Complex.cos_add_two_pi, Complex.sin_add_two_pi, Complex.cos_pi, Complex.sin_pi]
  module
```

For the half turn, $3\pi/2$ is written as $\pi/2+\pi$, which gives $c_3=0$ and $s_3=-1$. Only the odd powers of $N$ survive.

```lean
/-- A half turn, `t = π`, is an odd cubic polynomial in the spin component. -/
theorem exp_half_turn {N : Matrix n n ℂ} (h : SpinRelation N) :
    NormedSpace.exp ((-(Complex.I * (Real.pi : ℂ))) • N)
      = Complex.I • ((4 / 3 : ℂ) • N ^ 3 - (7 / 3 : ℂ) • N) := by
  rw [exp_spin_three_halves h,
    show 3 * (Real.pi : ℂ) / 2 = Real.pi / 2 + Real.pi by ring,
    Complex.cos_add_pi, Complex.sin_add_pi, Complex.cos_pi_div_two, Complex.sin_pi_div_two]
  module
```

## The x component as an explicit matrix

In the normalised basis $|m\rangle$, ordered $m=\tfrac32,\tfrac12,-\tfrac12,-\tfrac32$, the x component $J_x$ has the entries $\tfrac{\sqrt3}2,\,1,\,\tfrac{\sqrt3}2$ next to the diagonal, on both sides. The file uses basis vectors of lengths $1,\sqrt3,\sqrt3,1$ along the same directions. This makes all entries rational, at the price of a matrix that is no longer symmetric.

```lean
/-- The x component of spin 3/2 in a rescaled (not normalised) basis of z-component states. -/
def spinX : Matrix (Fin 4) (Fin 4) ℂ :=
  !![0, 3 / 2, 0, 0; 1 / 2, 0, 1, 0; 0, 1, 0, 1 / 2; 0, 0, 3 / 2, 0]
```

The square is computed entry by entry: `fin_cases` runs through the sixteen pairs of indices, and arithmetic settles each one.

```lean
/-- The square of the x component, written out. -/
theorem spinX_sq : spinX ^ 2 =
    !![3 / 4, 0, 3 / 2, 0; 0, 7 / 4, 0, 1 / 2; 1 / 2, 0, 7 / 4, 0; 0, 3 / 2, 0, 3 / 4] := by
  rw [sq]
  ext i j
  fin_cases i <;> fin_cases j <;>
    simp [spinX, Matrix.mul_apply, Fin.sum_univ_succ] <;> norm_num
```

The same method shows that `spinX` satisfies (1), so the general theorems apply to a matrix that is not diagonal.

```lean
/-- The non-diagonal matrix `spinX` satisfies the spin relation. -/
theorem spinRelation_witness : SpinRelation spinX := by
  unfold SpinRelation
  rw [spinX_sq]
  ext i j
  fin_cases i <;> fin_cases j <;>
    simp [Matrix.mul_apply, Fin.sum_univ_succ, Matrix.one_apply] <;> norm_num
```

For the half turn, the cube is obtained as the square times `spinX`, and the odd cubic polynomial is then evaluated entry by entry. The result is $i$ times the matrix that reverses the order of the basis. The first and last basis vectors have equal lengths, and so do the middle two, so the matrix is the same in the normalised basis: $e^{-i\pi J_x}|m\rangle=i\,|{-m}\rangle$.

```lean
/-- A half turn about the x axis reverses the order of the four basis states and
multiplies them by `i`. -/
theorem spinX_half_turn :
    NormedSpace.exp ((-(Complex.I * (Real.pi : ℂ))) • spinX)
      = Complex.I • !![0, 0, 0, 1; 0, 0, 1, 0; 0, 1, 0, 0; 1, 0, 0, 0] := by
  have h3 : spinX ^ 3 = spinX ^ 2 * spinX := pow_succ spinX 2
  rw [exp_half_turn spinRelation_witness, h3, spinX_sq]
  congr 1
  ext i j
  fin_cases i <;> fin_cases j <;> simp [spinX] <;> norm_num

end

end SpinThreeHalvesExponential
```

```lean
#print axioms SpinThreeHalvesExponential.exp_spin_three_halves
-- 'SpinThreeHalvesExponential.exp_spin_three_halves' depends on axioms: [propext, Classical.choice, Quot.sound]
#print axioms SpinThreeHalvesExponential.exp_full_turn
-- 'SpinThreeHalvesExponential.exp_full_turn' depends on axioms: [propext, Classical.choice, Quot.sound]
#print axioms SpinThreeHalvesExponential.spinX_half_turn
-- 'SpinThreeHalvesExponential.spinX_half_turn' depends on axioms: [propext, Classical.choice, Quot.sound]
```
